# Free fermions in the grand canonical ensemble occupy their levels independently

A many-fermion configuration is represented here by a finite set of levels, the set of those that are occupied, so each level is either empty or holds one fermion. Its energy is the sum of the energies of the occupied levels, measured from the chemical potential. Giving every such set, whatever its number of particles, the Boltzmann weight of this energy makes the occupations of the levels independent, each with the Fermi function as its probability.

```lean
import Mathlib

open Finset

namespace FreeFermionEnsemble

noncomputable section

variable {ι : Type*} [Fintype ι]

/-- The Boltzmann weight of the configuration in which exactly the levels in `A` are occupied;
energies are measured from the chemical potential. -/
def weight (β : ℝ) (e : ι → ℝ) (A : Finset ι) : ℝ :=
  Real.exp (-β * ∑ i ∈ A, e i)

/-- The grand partition function: the total weight of all configurations. -/
def partitionFunction (β : ℝ) (e : ι → ℝ) : ℝ :=
  ∑ A : Finset ι, weight β e A

/-- The thermal average of an observable `F` that depends on the set of occupied levels. -/
def average (β : ℝ) (e : ι → ℝ) (F : Finset ι → ℝ) : ℝ :=
  (∑ A : Finset ι, weight β e A * F A) / partitionFunction β e

/-- The Fermi function at energy `x`, measured from the chemical potential. -/
def fermi (β x : ℝ) : ℝ :=
  1 / (1 + Real.exp (β * x))

/-- The average of a sum of observables, one for each level, is the sum of their averages. -/
theorem average_sum (β : ℝ) (e : ι → ℝ) (F : ι → Finset ι → ℝ) :
    average β e (fun A => ∑ i, F i A) = ∑ i, average β e (F i) := by
  simp only [average, Finset.mul_sum]
  rw [Finset.sum_comm, Finset.sum_div]

variable [DecidableEq ι]

/-- The occupation number of level `p`: one if `p` is occupied, zero if it is empty. -/
def occ (p : ι) (A : Finset ι) : ℝ :=
  if p ∈ A then 1 else 0

/-- Give each level a factor `a i` when occupied and `b i` when empty. The weighted sum of the
product of these factors over all configurations is a product over levels. -/
theorem sum_weight_mul_prod (β : ℝ) (e a b : ι → ℝ) :
    ∑ A : Finset ι, weight β e A * ∏ i, (if i ∈ A then a i else b i)
      = ∏ i, (Real.exp (-β * e i) * a i + b i) := by
  -- expanding the product chooses, for each level, occupied or empty
  rw [Finset.prod_add, Finset.powerset_univ]
  refine Finset.sum_congr rfl fun A _ => ?_
  have h1 : Finset.univ.filter (fun i => i ∈ A) = A := by ext i; simp
  have h2 : Finset.univ.filter (fun i => i ∉ A) = Finset.univ \ A := by ext i; simp
  rw [weight, Finset.mul_sum, Real.exp_sum, Finset.prod_mul_distrib, mul_assoc,
    Finset.prod_ite, h1, h2]

/-- The grand partition function is the product of `1 + exp (-β e_i)` over all levels. -/
theorem partitionFunction_eq_prod (β : ℝ) (e : ι → ℝ) :
    partitionFunction β e = ∏ i, (1 + Real.exp (-β * e i)) := by
  have h := sum_weight_mul_prod β e (fun _ => 1) (fun _ => 1)
  simpa [partitionFunction, add_comm] using h

/-- Independence of the levels: the average of a product of single-level observables, with
values `a i` when level `i` is occupied and `b i` when it is empty, is the product of their
averages taken with the Fermi function as occupation probability. -/
theorem average_prod (β : ℝ) (e a b : ι → ℝ) :
    average β e (fun A => ∏ i, (if i ∈ A then a i else b i))
      = ∏ i, (fermi β (e i) * a i + (1 - fermi β (e i)) * b i) := by
  unfold average
  rw [sum_weight_mul_prod, partitionFunction_eq_prod, ← Finset.prod_div_distrib]
  refine Finset.prod_congr rfl fun i _ => ?_
  have hw : 1 + Real.exp (-β * e i) ≠ 0 := by positivity
  have hE : 1 + Real.exp (β * e i) ≠ 0 := by positivity
  have hwE : Real.exp (-β * e i) * Real.exp (β * e i) = 1 := by
    rw [← Real.exp_add, neg_mul, neg_add_cancel, Real.exp_zero]
  -- the Fermi function is the normalised weight of the occupied state of one level
  have hf : fermi β (e i) * (1 + Real.exp (-β * e i)) = Real.exp (-β * e i) := by
    rw [fermi, div_mul_eq_mul_div, div_eq_iff hE]
    linear_combination -hwE
  rw [div_eq_iff hw]
  linear_combination (b i - a i) * hf

/-- The probability that all levels of a set `S` are occupied at once is the product of their
Fermi functions. -/
theorem joint_occupation (β : ℝ) (e : ι → ℝ) (S : Finset ι) :
    average β e (fun A => ∏ p ∈ S, occ p A) = ∏ p ∈ S, fermi β (e p) := by
  have key : ∀ g : ι → ℝ, ∏ p ∈ S, g p = ∏ i, (if i ∈ S then g i else 1) := by
    intro g
    rw [Finset.prod_ite_mem, Finset.univ_inter]
  -- levels outside `S` contribute a factor one whether occupied or empty
  have hF : (fun A : Finset ι => ∏ p ∈ S, occ p A)
      = fun A => ∏ i, (if i ∈ A then (1 : ℝ) else (if i ∈ S then 0 else 1)) := by
    funext A
    rw [key]
    refine Finset.prod_congr rfl fun i _ => ?_
    by_cases hS : i ∈ S <;> by_cases hA : i ∈ A <;> simp [occ, hS, hA]
  rw [hF]
  refine (average_prod β e (fun _ => 1) (fun i => if i ∈ S then 0 else 1)).trans ?_
  rw [key]
  refine Finset.prod_congr rfl fun i _ => ?_
  by_cases hS : i ∈ S <;> simp [hS]

/-- Fermi-Dirac distribution: level `p` is occupied with probability
`1 / (1 + exp (β e_p))`. -/
theorem fermi_dirac (β : ℝ) (e : ι → ℝ) (p : ι) :
    average β e (occ p) = 1 / (1 + Real.exp (β * e p)) := by
  have h := joint_occupation β e {p}
  simp only [Finset.prod_singleton] at h
  exact h

/-- For two distinct levels the joint occupation probability is the product of the two
single-level occupation probabilities. -/
theorem pair_factorises (β : ℝ) (e : ι → ℝ) {p q : ι} (hpq : p ≠ q) :
    average β e (fun A => occ p A * occ q A)
      = average β e (occ p) * average β e (occ q) := by
  have h := joint_occupation β e {p, q}
  simp only [Finset.prod_pair hpq] at h
  rw [h, fermi_dirac, fermi_dirac, fermi, fermi]

/-- The pair correlation of occupation numbers is the product of Fermi functions, plus
`f (1 - f)` when the two levels coincide. -/
theorem pair_correlation (β : ℝ) (e : ι → ℝ) (p q : ι) :
    average β e (fun A => occ p A * occ q A) = fermi β (e p) * fermi β (e q)
      + if p = q then fermi β (e p) * (1 - fermi β (e p)) else 0 := by
  by_cases h : p = q
  · subst h
    -- an occupation number equals its own square
    have hsq : (fun A : Finset ι => occ p A * occ p A) = occ p := by
      funext A
      by_cases hA : p ∈ A <;> simp [occ, hA]
    rw [hsq, fermi_dirac, if_pos rfl, ← fermi]
    ring
  · rw [pair_factorises β e h, fermi_dirac, fermi_dirac, if_neg h, add_zero, fermi, fermi]

/-- The mean particle number is the sum of the Fermi functions of all levels. -/
theorem mean_number (β : ℝ) (e : ι → ℝ) :
    average β e (fun A => (A.card : ℝ)) = ∑ p, fermi β (e p) := by
  have hN : ∀ A : Finset ι, (A.card : ℝ) = ∑ p, occ p A := by
    intro A
    simp [occ]
  simp only [hN]
  rw [average_sum]
  exact Finset.sum_congr rfl fun p _ => fermi_dirac β e p

/-- The variance of the particle number is the sum of `f (1 - f)` over all levels, where `f` is
the Fermi function of the level. -/
theorem number_variance (β : ℝ) (e : ι → ℝ) :
    average β e (fun A => (A.card : ℝ) ^ 2) - average β e (fun A => (A.card : ℝ)) ^ 2
      = ∑ p, fermi β (e p) * (1 - fermi β (e p)) := by
  have hN : ∀ A : Finset ι, (A.card : ℝ) = ∑ p, occ p A := by
    intro A
    simp [occ]
  -- the squared particle number is a double sum of pair occupations
  have h2 : average β e (fun A => (A.card : ℝ) ^ 2)
      = ∑ p, ∑ q, average β e (fun A => occ p A * occ q A) := by
    simp only [hN, sq, Finset.sum_mul_sum, average_sum]
  rw [h2, mean_number, sq, Finset.sum_mul_sum]
  simp only [pair_correlation, Finset.sum_add_distrib, Finset.sum_ite_eq, Finset.mem_univ,
    if_true, add_sub_cancel_left]

end

end FreeFermionEnsemble
```

```lean
#print axioms FreeFermionEnsemble.joint_occupation
#print axioms FreeFermionEnsemble.number_variance
```

```
'FreeFermionEnsemble.joint_occupation' depends on axioms: [propext, Classical.choice, Quot.sound]
'FreeFermionEnsemble.number_variance' depends on axioms: [propext, Classical.choice, Quot.sound]
```

## Levels, weights and averages

The type `ι` labels the levels, and `Fintype ι` says that there are finitely many. A configuration is a term `A : Finset ι`. Since a set contains an element once or not at all, the exclusion principle is built into the type. A level therefore means a single spin orbital: a spatial orbital that can hold two electrons appears as two levels.

The function `e : ι → ℝ` gives the energies $e_i$, measured from the chemical potential. If $\varepsilon_i$ is the one-particle energy and $\mu$ the chemical potential, then $e_i = \varepsilon_i - \mu$. The number `β` is the inverse temperature $\beta = 1/k_BT$, although the theorems hold for every real $\beta$. The definitions read

$$
w(A) = \exp\Big(-\beta \sum_{i\in A} e_i\Big), \qquad
Z = \sum_A w(A), \qquad
\langle F\rangle = \frac{1}{Z}\sum_A w(A)\,F(A),
$$

for `weight`, `partitionFunction` and `average`. The sums run over all configurations, whatever their particle number, and this makes the ensemble grand canonical. The occupation number $n_p(A)$, written `occ p A`, is one if $p \in A$ and zero otherwise. Its average is thus the probability that level $p$ is occupied.

The Fermi function $f(x) = 1/(1+e^{\beta x})$ is defined separately as `fermi`, and nothing in the ensemble refers to it. That it gives the occupation probabilities is a result. Below, $f_i$ stands for $f(e_i)$.

## What the theorems say

`partitionFunction_eq_prod` states that $Z = \prod_i (1 + e^{-\beta e_i})$.

`average_prod` is the central statement. Attach to each level $i$ an observable that takes the value $a_i$ when the level is occupied and $b_i$ when it is empty. The average of the product of all these observables is

$$
\prod_i \big(f_i\,a_i + (1-f_i)\,b_i\big).
$$

Each factor is the average of one observable, taken with probability $f_i$ for "occupied" and $1-f_i$ for "empty". As the $a_i$ and $b_i$ are arbitrary real numbers, this is independence of all levels together, which is stronger than independence in pairs.

The other results are consequences:

- `joint_occupation`: all levels of a set $S$ are occupied at once with probability $\prod_{p\in S} f_p$.
- `fermi_dirac`: $\langle n_p\rangle = 1/(1+e^{\beta e_p})$.
- `pair_factorises`: $\langle n_p n_q\rangle = \langle n_p\rangle\langle n_q\rangle$ for $p \neq q$.
- `pair_correlation`: the same average for any $p$ and $q$, with an additional $f_p(1-f_p)$ when they coincide.
- `mean_number` and `number_variance`: the particle number $N$, which is `A.card`, has mean $\sum_p f_p$ and variance $\sum_p f_p(1-f_p)$.

## The physics behind the weights, and its limits

The weight $w(A)$ is postulated. It stands for the diagonal element of $e^{-\beta(H-\mu N)}$ in the occupation-number basis when the Hamiltonian is $H = \sum_i \varepsilon_i n_i$, that is, for fermions without interaction. An interaction would add to the exponent terms that couple the levels, and the product form of $Z$ would in general be lost.

Observables are functions of the occupied set. Operators that move a particle from one level to another, such as $c_p^\dagger c_q$ with $p \ne q$, are not represented. Their thermal averages vanish, because $e^{-\beta(H-\mu N)}$ is diagonal in the occupation-number basis. The one-particle density matrix is therefore diagonal in the basis of the one-particle eigenstates, with the $f_p$ as its diagonal elements. Fractional occupations of this form appear in finite-temperature Kohn–Sham calculations, where the particles of the auxiliary system are non-interacting and the result applies to a finite set of orbitals with given energies.

Independence also depends on the particle number being free to fluctuate. With two levels and exactly one particle, $n_1 n_2$ is always zero although both levels have a positive chance of being occupied.

## From one expanded product to independence

Write $x_i = e^{-\beta e_i}$. The exponential of a sum is a product, so $w(A) = \prod_{i\in A} x_i$. Now expand $\prod_i (x_i a_i + b_i)$. Each term of the expansion takes either $x_i a_i$ or $b_i$ from every factor. If $A$ is the set of levels from which the first was taken, then

$$
\prod_i (x_i a_i + b_i)
= \sum_A \prod_{i\in A} x_i a_i \prod_{i\notin A} b_i
= \sum_A w(A) \prod_{i\in A} a_i \prod_{i\notin A} b_i .
$$

Setting all $a_i = b_i = 1$ gives $Z = \prod_i (1+x_i)$, which is positive. Dividing the general formula by $Z$, one level at a time, gives

$$
\Big\langle \prod_{i\in A} a_i \prod_{i\notin A} b_i \Big\rangle
= \prod_i \frac{x_i a_i + b_i}{1+x_i}.
$$

Since $x_i^{-1} = e^{\beta e_i}$,

$$
\frac{x_i}{1+x_i} = \frac{1}{1+x_i^{-1}} = f_i, \qquad \frac{1}{1+x_i} = 1 - f_i,
$$

so each factor equals $f_i a_i + (1-f_i) b_i$.

In Lean the expansion is `sum_weight_mul_prod`. The lemma `Finset.prod_add` turns a product of sums into a sum over subsets, and `Finset.sum_congr` leaves one configuration to be compared. There `Real.exp_sum` factors the weight, and `Finset.prod_ite` splits the product into its occupied and empty parts.

In `average_prod`, `Finset.prod_div_distrib` and `Finset.prod_congr` carry out the division level by level. The auxiliary statement `hf` reads $f_i(1+x_i) = x_i$, and it follows from $x_i e^{\beta e_i} = 1$, which is `hwE`. After the denominator has been cleared, what remains is

$$
x_i a_i + b_i = \big(f_i a_i + (1-f_i) b_i\big)(1+x_i).
$$

The difference of the two sides is $(b_i - a_i)\big(f_i(1+x_i) - x_i\big)$, and this is why the last line multiplies `hf` by `(b i - a i)`.

## Occupation probabilities

To find the probability that every level of $S$ is occupied, take $a_i = 1$ for all $i$, with $b_i = 0$ for $i \in S$ and $b_i = 1$ for $i \notin S$. The product of these factors is $\prod_{p\in S} n_p$. A level in $S$ contributes $f_i$ to the average, and a level outside $S$ contributes $f_i + (1-f_i) = 1$. Hence

$$
\Big\langle \prod_{p\in S} n_p\Big\rangle = \prod_{p\in S} f_p .
$$

The proof of `joint_occupation` makes the same choice. Its statement `key` rewrites a product over $S$ as a product over all levels with ones outside $S$, and the case distinctions check the factors. The set `{p}` then gives `fermi_dirac`, and the set `{p, q}` with $p \neq q$ gives `pair_factorises`.

## Mean and variance of the particle number

For coinciding levels, $n_p^2 = n_p$ because $n_p$ is zero or one. Therefore

$$
\langle n_p^2\rangle = f_p = f_p^2 + f_p(1-f_p),
$$

and the two cases combine into

$$
\langle n_p n_q\rangle = f_p f_q + \delta_{pq}\, f_p(1-f_p).
$$

This is `pair_correlation`, proved by distinguishing $p = q$ from $p \ne q$; `hsq` is the identity $n_p^2 = n_p$.

The particle number is $N = \sum_p n_p$. Averages are linear, which `average_sum` states for a sum over levels, so $\langle N\rangle = \sum_p f_p$. For the square,

$$
\langle N^2\rangle = \sum_p\sum_q \langle n_p n_q\rangle
= \Big(\sum_p f_p\Big)^2 + \sum_p f_p(1-f_p).
$$

Subtracting $\langle N\rangle^2$ leaves the variance. In `number_variance` the double sum is `h2`, and `Finset.sum_ite_eq` reduces the term with $\delta_{pq}$ to a single sum.

The diagonal terms are where this derivation most readily goes wrong. Using $\langle n_p n_q\rangle = f_p f_q$ for all pairs would give $\langle N^2\rangle = \langle N\rangle^2$, hence a particle number that never fluctuates. The hypothesis `hpq : p ≠ q` in `pair_factorises` prevents this. For $p = q$ the set `{p, q}` has only one element, and `joint_occupation` then returns $f_p$ and not $f_p^2$.

## No levels, one level, and the extremes of temperature

With no levels at all, the only configuration is the empty set. Its weight is one, so $Z = 1$, the empty product, and both the mean and the variance of $N$ are zero.

With one level of energy $e$, the two configurations have weights $1$ and $e^{-\beta e}$. The occupation probability is $e^{-\beta e}/(1+e^{-\beta e}) = f(e)$, and the variance $f(e)(1-f(e))$ is that of a single yes-or-no variable.

At $\beta = 0$, the limit of infinite temperature at fixed $e_i$, all configurations have equal weight. For $M$ levels, $Z = 2^M$, every $f_i$ is $1/2$, and $N$ has mean $M/2$ and variance $M/4$.

As $\beta \to \infty$, $f_i$ tends to one for $e_i < 0$ and to zero for $e_i > 0$, while a level exactly at the chemical potential keeps $f_i = 1/2$. Only levels of this last kind still contribute to the variance in the limit, each with $1/4$.
